# The r⁵ moment of an unnormalised correlated trial function, squared at electron coalescence, is 15/(512z⁶)

The trial function exp(−zs)(1 + cu) describes two electrons through s = r₁ + r₂ and their separation u = r₁₂. At coalescence both electrons sit at the same distance r from the origin, so s = 2r and u = 0, and the factor containing c becomes 1. The theorem `coalescence_moment` says that for z > 0 and any real c, the integral of r⁵ times the squared function over r > 0 is 15/(512z⁶); the function is unnormalised, and the integral is not divided by its norm. The proof reduces the square to exp(−4zr), applies the moment formula `exp_moment` to get 5!/(4z)⁶, and then has only to show that this fraction equals the stated one.

This version doesn't compile in Lean 4 with Mathlib:

```lean
import Mathlib

open MeasureTheory Set Filter
open scoped Real Topology

namespace HylleraasPartialWave

noncomputable section

/-- The correlated trial function `exp(-z s) (1 + c u)`, where `s = r₁ + r₂` and `u = r₁₂`. -/
def trial (z c s u : ℝ) : ℝ := Real.exp (-(z * s)) * (1 + c * u)

/-- The radial moments of an exponential are `n! / b^(n+1)`. -/
theorem exp_moment (n : ℕ) {b : ℝ} (hb : 0 < b) :
    ∫ s in Ioi (0 : ℝ), s ^ n * Real.exp (-(b * s)) = (n.factorial : ℝ) / b ^ (n + 1) := by
  have h := Real.integral_rpow_mul_exp_neg_mul_Ioi (a := (n : ℝ) + 1) (r := b)
    (by positivity) hb
  have hp : (1 / b) ^ ((n : ℝ) + 1) = (1 / b) ^ (n + 1) := by
    exact_mod_cast Real.rpow_natCast (1 / b) (n + 1)
  rw [Real.Gamma_nat_eq_factorial, hp] at h
  simp only [add_sub_cancel_right, Real.rpow_natCast] at h
  rw [h, one_div, inv_pow, div_eq_inv_mul]

/-- The `r⁵` moment of the squared trial function at coalescence is `15 / (512 z⁶)`. -/
theorem coalescence_moment {z : ℝ} (hz : 0 < z) (c : ℝ) :
    ∫ r in Ioi (0 : ℝ), r ^ 5 * (trial z c (2 * r) 0) ^ 2 = 15 / (512 * z ^ 6) := by
  have he : ∀ r : ℝ, (trial z c (2 * r) 0) ^ 2 = Real.exp (-(4 * z * r)) := by
    intro r
    unfold trial
    rw [show -(4 * z * r) = -(z * (2 * r)) + -(z * (2 * r)) by ring, Real.exp_add]
    ring
  have f5 : ((Nat.factorial 5 : ℕ) : ℝ) = 120 := by norm_num [Nat.factorial]
  simp_rw [he]
  rw [exp_moment 5 (by positivity : 0 < 4 * z), f5]
  field_simp <;> norm_num

end

end HylleraasPartialWave
```

Lean reports:

```
Main.lean:26:82: error: unsolved goals
z : ℝ
hz : 0 < z
c : ℝ
he : ∀ (r : ℝ), trial z c (2 * r) 0 ^ 2 = rexp (-(4 * z * r))
f5 : ↑(Nat.factorial 5) = 120
⊢ 120 * z ^ 6 * 512 = (4 * z) ^ 6 * 15
```

What went wrong. The message says that the proof ended with a goal still open: `120 * z ^ 6 * 512 = (4 * z) ^ 6 * 15`. The equation is true, since 4⁶ · 15 and 120 · 512 are both 61440. The integral had already been evaluated and the fractions cleared, so only algebra was left. But `norm_num` chiefly evaluates numerical expressions, and here it did not expand `(4 * z) ^ 6` into `4 ^ 6 * z ^ 6`, so the numbers on the two sides were never brought together.

The cure is `ring`, which expands such powers, collects the coefficients and proves the identity. The repair also replaces `field_simp` with a rewrite by `div_eq_div_iff`, which cross-multiplies the two fractions, with `positivity` showing that the denominators are nonzero. This second change makes the step more explicit but wasn't strictly needed, because `ring` could also have proved the goal shown in the message.

Fix (accepted with no message):

```diff
@@ -32,6 +32,7 @@
   have f5 : ((Nat.factorial 5 : ℕ) : ℝ) = 120 := by norm_num [Nat.factorial]
   simp_rw [he]
-  rw [exp_moment 5 (by positivity : 0 < 4 * z), f5]
-  field_simp <;> norm_num
+  rw [exp_moment 5 (by positivity : 0 < 4 * z), f5,
+    div_eq_div_iff (by positivity) (by positivity)]
+  ring
 
 end
```
